# Three spins 1/2 satisfy the S_z eigenvalue equation with M = 1/2 exactly when their state is a superposition of the configurations with one spin down

For three spins 1/2, the lemma says that a wavefunction ψ satisfies S_z ψ = ½ψ, in units of ħ, exactly when it is a linear combination of the three configurations with one spin down and two up. The spins are treated as distinguishable, with no spatial part and no Hamiltonian, and ψ need not be normalised and may be zero. The proof first replaces S_z by a diagonal matrix whose entries are the values of M. In the forward direction it shows that every amplitude with M ≠ ½ vanishes, and in the converse it checks the eigenvalue equation on each of the eight configurations.

The first attempt, which Lean rejects:

```lean
import Mathlib

open Matrix
open scoped Kronecker

namespace SectorIff

noncomputable section

/-- A configuration of three spins; `0` is spin up and `1` is spin down. -/
abbrev Config := Fin 2 × Fin 2 × Fin 2

/-- The Pauli matrices, in the order x, y, z. -/
def pauli : Fin 3 → Matrix (Fin 2) (Fin 2) ℂ :=
  ![!![0, 1; 1, 0], !![0, -Complex.I; Complex.I, 0], !![1, 0; 0, -1]]

/-- The Kronecker product of three one-particle operators. -/
def tensor3 (A B C : Matrix (Fin 2) (Fin 2) ℂ) : Matrix Config Config ℂ :=
  A ⊗ₖ (B ⊗ₖ C)

/-- A Cartesian component of the total spin, in units of ħ. -/
def spin (a : Fin 3) : Matrix Config Config ℂ :=
  (1 / 2 : ℂ) • (tensor3 (pauli a) 1 1 + tensor3 1 (pauli a) 1 + tensor3 1 1 (pauli a))

/-- The magnetic quantum number M of a configuration: each up spin counts 1/2 and each
down spin counts -1/2. -/
def magnetic (x : Config) : ℂ :=
  (1 / 2) * ((![1, -1] : Fin 2 → ℂ) x.1 + (![1, -1] : Fin 2 → ℂ) x.2.1 +
    (![1, -1] : Fin 2 → ℂ) x.2.2)

/-- The z component of the total spin is diagonal, with the values M on its diagonal. -/
theorem spin_z_eq_diagonal : spin 2 = Matrix.diagonal magnetic := by
  ext ⟨i, j, k⟩ ⟨i', j', k'⟩
  fin_cases i <;> fin_cases j <;> fin_cases k <;>
    fin_cases i' <;> fin_cases j' <;> fin_cases k' <;>
    simp [spin, tensor3, pauli, magnetic]

/-- The three configurations with exactly one spin down. -/
def singleFlip : Fin 3 → Config := ![(1, 0, 0), (0, 1, 0), (0, 0, 1)]

/-- The superposition of the three single-flip configurations with amplitudes `c`. -/
def sectorState (c : Fin 3 → ℂ) : Config → ℂ :=
  fun x => ∑ i, if x = singleFlip i then c i else 0

/-- A wavefunction satisfies the eigenvalue equation of the z component with M = 1/2
exactly when it is a superposition of the single-flip configurations. -/
theorem sector_iff (ψ : Config → ℂ) :
    spin 2 *ᵥ ψ = (1 / 2 : ℂ) • ψ ↔ ∃ c, ψ = sectorState c := by
  rw [spin_z_eq_diagonal]
  constructor
  · intro h
    -- amplitudes with another value of M vanish
    have z : ∀ x, magnetic x ≠ 1 / 2 → ψ x = 0 := by
      intro x hx
      have hh := congrFun h x
      rw [Matrix.mulVec_diagonal] at hh
      simp only [Pi.smul_apply, smul_eq_mul] at hh
      have key : (magnetic x - 1 / 2) * ψ x = 0 := by linear_combination hh
      exact (mul_eq_zero.mp key).resolve_left (sub_ne_zero.mpr hx)
    have e0 : ψ (0, 0, 0) = 0 := z _ (by norm_num [magnetic])
    have e1 : ψ (1, 1, 0) = 0 := z _ (by norm_num [magnetic])
    have e2 : ψ (1, 0, 1) = 0 := z _ (by norm_num [magnetic])
    have e3 : ψ (0, 1, 1) = 0 := z _ (by norm_num [magnetic])
    have e4 : ψ (1, 1, 1) = 0 := z _ (by norm_num [magnetic])
    refine ⟨fun i => ψ (singleFlip i), ?_⟩
    funext ⟨i, j, k⟩
    fin_cases i <;> fin_cases j <;> fin_cases k <;>
      simp [sectorState, singleFlip, Fin.sum_univ_three, e0, e1, e2, e3, e4]
  · rintro ⟨c, rfl⟩
    funext ⟨i, j, k⟩
    rw [Matrix.mulVec_diagonal]
    fin_cases i <;> fin_cases j <;> fin_cases k <;>
      norm_num [magnetic, sectorState, singleFlip, Fin.sum_univ_three]

end

end SectorIff
```

Lean reports:

```
Main.lean:69:2: error: unsolved goals
case mpr.«0».«0».«0»
c : Fin 3 → ℂ
⊢ (if (0, 0, 0) = ![(1, 0, 0), (0, 1, 0), (0, 0, 1)] 2 then c 2 else 0) = 0

case mpr.«0».«1».«1»
c : Fin 3 → ℂ
⊢ -(1 / 2 * if (0, 1, 1) = ![(1, 0, 0), (0, 1, 0), (0, 0, 1)] 2 then c 2 else 0) =
    1 / 2 * if (0, 1, 1) = ![(1, 0, 0), (0, 1, 0), (0, 0, 1)] 2 then c 2 else 0

case mpr.«1».«0».«1»
c : Fin 3 → ℂ
⊢ -(1 / 2 * if (1, 0, 1) = ![(1, 0, 0), (0, 1, 0), (0, 0, 1)] 2 then c 2 else 0) =
    1 / 2 * if (1, 0, 1) = ![(1, 0, 0), (0, 1, 0), (0, 0, 1)] 2 then c 2 else 0

case mpr.«1».«1».«0»
c : Fin 3 → ℂ
⊢ -(1 / 2 * if (1, 1, 0) = ![(1, 0, 0), (0, 1, 0), (0, 0, 1)] 2 then c 2 else 0) =
    1 / 2 * if (1, 1, 0) = ![(1, 0, 0), (0, 1, 0), (0, 0, 1)] 2 then c 2 else 0

case mpr.«1».«1».«1»
c : Fin 3 → ℂ
⊢ -(3 / 2 * if (1, 1, 1) = ![(1, 0, 0), (0, 1, 0), (0, 0, 1)] 2 then c 2 else 0) =
    1 / 2 * if (1, 1, 1) = ![(1, 0, 0), (0, 1, 0), (0, 0, 1)] 2 then c 2 else 0
```

Fix (accepted with no message):

```diff
@@ -71,5 +71,5 @@
     rw [Matrix.mulVec_diagonal]
     fin_cases i <;> fin_cases j <;> fin_cases k <;>
-      norm_num [magnetic, sectorState, singleFlip, Fin.sum_univ_three]
+      simp [sectorState, singleFlip, Fin.sum_univ_three] <;> norm_num [magnetic]
 
 end
```

The error is in the converse. The five goals left over are the configurations with M ≠ ½, where the superposition has amplitude zero, so both sides should vanish. Each goal still contains a condition such as `(0, 1, 1) = ![(1, 0, 0), (0, 1, 0), (0, 0, 1)] 2`, which is false, but `norm_num` has not looked up the entry at index 2 and so cannot discard the `if`.

Entries 0 and 1 of such a list have ordinary simp lemmas, which `norm_num` uses. Entry 2 is read off by a simproc, a small program that `simp` runs by default and `norm_num` does not. The configuration `(0, 0, 1)` has the same unread entry but gives no error, because there M = ½ and the two sides agree whatever the `if` returns.

The repair calls `simp` first, with `sectorState`, `singleFlip` and `Fin.sum_univ_three`, so that the entry is read and the conditions are decided. Then `norm_num [magnetic]` does the arithmetic for M in any goals that remain.
